# The last two amplitudes of two sign-reversed tight-binding waves form minus the chain's transfer matrix

The lemma concerns one non-interacting particle on a finite chain of `n + 2` sites, with real site energies, unit hoppings and a complex energy `E`. The columns of `waves` are minus the two unnormalised waves that the transfer matrices propagate from the two unit initial conditions, and `ends` reads off the last amplitude and the last but one. The statement is that the product of `ends` and `waves` is the 2 × 2 matrix minus the ordered product of all `n + 2` site transfer matrices. The proof compares entries: `sum_shift` picks the one amplitude that survives in each sum over sites, and for the second row `transfer_step` first rewrites the right-hand side as an amplitude one site earlier.

Lean 4 with Mathlib refuses this proof:

```lean
import Mathlib

open Matrix

namespace EndsMulWaves

noncomputable section

/-- The transfer matrix of one site with energy `ε` at energy `E`, for unit hoppings. -/
def siteMatrix {R : Type*} [CommRing R] (E ε : R) : Matrix (Fin 2) (Fin 2) R :=
  !![E - ε, -1; 1, 0]

/-- The ordered product of the transfer matrices of sites `0, …, n - 1`, later sites to the left. -/
def transfer {R : Type*} [CommRing R] (E : R) (e : ℕ → R) : ℕ → Matrix (Fin 2) (Fin 2) R
  | 0 => 1
  | n + 1 => siteMatrix E (e n) * transfer E e n

/-- The two waves, up to sign, that the transfer matrices propagate from the two unit initial
conditions. -/
def waves (E : ℂ) (e : ℕ → ℝ) (p : ℕ) : Matrix (Fin p) (Fin 2) ℂ :=
  Matrix.of fun k c => -(transfer E (fun j => (e j : ℂ)) (k + 1) 0 c)

/-- The matrix that reads off the last and the last but one of `n + 2` amplitudes. -/
def ends (n : ℕ) : Matrix (Fin 2) (Fin (n + 2)) ℂ :=
  Matrix.of ![fun k => if (k : ℕ) = n + 1 then 1 else 0, fun k => if (k : ℕ) = n then 1 else 0]

/-- One more site updates the pair of amplitudes by the tight-binding recursion. -/
theorem transfer_step {R : Type*} [CommRing R] (E : R) (e : ℕ → R) (n : ℕ) (c : Fin 2) :
    transfer E e (n + 1) 0 c = (E - e n) * transfer E e n 0 c - transfer E e n 1 c ∧
    transfer E e (n + 1) 1 c = transfer E e n 0 c := by
  constructor
  · show (siteMatrix E (e n) * transfer E e n) 0 c = _
    rw [Matrix.mul_apply, Fin.sum_univ_two]
    change (E - e n) * _ + (-1) * _ = _
    ring
  · show (siteMatrix E (e n) * transfer E e n) 1 c = _
    rw [Matrix.mul_apply, Fin.sum_univ_two]
    change 1 * _ + 0 * _ = _
    ring

/-- A sum over sites that selects the site `d` places before `i` gives the value there, or zero
if the chain has no such site. -/
theorem sum_shift {p : ℕ} (i : Fin p) (d : ℕ) (g : ℕ → ℂ) :
    ∑ k : Fin p, (if (k : ℕ) + d = i then g k else 0) = if d ≤ (i : ℕ) then g (i - d) else 0 := by
  have hi := i.isLt
  split_ifs with h
  · rw [Finset.sum_eq_single (⟨i - d, by omega⟩ : Fin p)]
    · exact if_pos (Nat.sub_add_cancel h)
    · intro k _ hk
      exact if_neg fun h' => hk (Fin.ext (show (k : ℕ) = i - d by omega))
    · intro h'
      exact absurd (Finset.mem_univ _) h'
  · exact Finset.sum_eq_zero fun k _ => if_neg (by omega)

/-- The end amplitudes of the two waves form minus the ordered product of transfer matrices. -/
theorem ends_mul_waves (E : ℂ) (e : ℕ → ℝ) (n : ℕ) :
    ends n * waves E e (n + 2) = -transfer E (fun j => (e j : ℂ)) (n + 2) := by
  ext a c
  let g : ℕ → ℂ := fun k => -(transfer E (fun j => (e j : ℂ)) (k + 1) 0 c)
  have h0 := sum_shift (Fin.last (n + 1)) 0 g
  have h1 := sum_shift (Fin.last (n + 1)) 1 g
  revert a
  refine Fin.forall_fin_two.2 ⟨?_, ?_⟩
  · simpa [ends, waves, Matrix.mul_apply, g] using h0
  · rw [Matrix.neg_apply, (transfer_step _ _ (n + 1) c).2]
    simpa [ends, waves, Matrix.mul_apply, g] using h1

end

end EndsMulWaves
```

Compiling this gives:

```
Main.lean:64:4: error: Type mismatch: After simplification, term
  h0
 has type
  (∑ x, if ↑x = n + 1 then -transfer E (fun j => ↑(e j)) (↑x + 1) 0 c else 0) =
    -transfer E (fun j => ↑(e j)) (n + 1 + 1) 0 c
but is expected to have type
  (∑ x, if ↑x = n + 1 then transfer E (fun j => ↑(e j)) (↑x + 1) 0 c else 0) = transfer E (fun j => ↑(e j)) (n + 2) 0 c
Main.lean:66:4: error: Type mismatch: After simplification, term
  h1
 has type
  (∑ x, if ↑x = n then -transfer E (fun j => ↑(e j)) (↑x + 1) 0 c else 0) = -transfer E (fun j => ↑(e j)) (n + 1) 0 c
but is expected to have type
  (∑ x, if ↑x = n then transfer E (fun j => ↑(e j)) (↑x + 1) 0 c else 0) = transfer E (fun j => ↑(e j)) (n + 1) 0 c
```

What went wrong. Both errors say that, after simplification, the fact supplied to `simpa` still carries minus signs that the goal has lost.

In the goal, each term of the sum is a selector, 1 or 0, times a negated amplitude. `simp` can move the minus sign out of the product and then out of the sum, where it cancels against the minus sign on the right. In `h0` and `h1` the sign came in through `g`, so it sits inside a branch of an `if`, as `if … then -… else 0`. `simp` does not pull it out of there, so nothing cancels. The two equations are mathematically equivalent, but `simpa` needs them to match and does not find the missing step of negating both sides.

The repair defines `g` without the minus sign. `sum_shift` holds for any `g`, so `h0` and `h1` now state the unsigned equations to which the goals simplify. The remaining difference between `n + 1 + 1` and `n + 2` in the first message is harmless, since the two are equal by definition.

As a diff, the version that Lean accepts:

```diff
@@ -57,5 +57,5 @@
     ends n * waves E e (n + 2) = -transfer E (fun j => (e j : ℂ)) (n + 2) := by
   ext a c
-  let g : ℕ → ℂ := fun k => -(transfer E (fun j => (e j : ℂ)) (k + 1) 0 c)
+  let g : ℕ → ℂ := fun k => transfer E (fun j => (e j : ℂ)) (k + 1) 0 c
   have h0 := sum_shift (Fin.last (n + 1)) 0 g
   have h1 := sum_shift (Fin.last (n + 1)) 1 g
```
